# Spin weights from ⟨S²⟩ and ⟨S⁴⟩ in a unit vector composed only of spins 0, 1 and 2

The operator $S^2$ is taken here as a linear operator on a complex inner product space $E$, and the spin content of a state as a given finite family of orthogonal eigenvectors of that operator. Neither the components $S_x, S_y, S_z$ nor their commutation relations appear. What is kept of angular momentum is the list of eigenvalues $j(j+1)$.

Let $\Psi=\varphi_0+\varphi_1+\varphi_2$ be a unit vector whose components have spins 0, 1 and 2, and write $p=\langle S^2\rangle$ and $q=\langle S^4\rangle$. Then

$$\|\varphi_0\|^2=\frac{q-8p+12}{12},\qquad \|\varphi_1\|^2=\frac{6p-q}{8},\qquad \|\varphi_2\|^2=\frac{q-2p}{24}.$$

In electronic structure this turns two expectation values into a full account of spin contamination, provided that no spin other than 0, 1 and 2 is present. Every four-electron state meets that condition.

## Spin components as orthogonal eigenvectors

The space `E` may have any dimension, but `S2 : Module.End ℂ E` is defined on all of it. The finite type `ι` labels the components.

```lean
import Mathlib

open Polynomial

namespace SpinWeightsFromMoments

noncomputable section

variable {E : Type*} [NormedAddCommGroup E] [InnerProductSpace ℂ E]
variable {ι : Type*} [Fintype ι]
```

In units of $\hbar^2$, a component of spin $j$ has the eigenvalue $c(j)=j(j+1)$. It is stored as a complex number because it multiplies complex vectors.

```lean
/-- The eigenvalue `j (j + 1)` of `S²` for spin `j`, in units of `ℏ²`. -/
def casimir (j : ℝ) : ℂ := (j : ℂ) * ((j : ℂ) + 1)
```

A spin decomposition consists of vectors $\varphi_i$ with

$$S^2\varphi_i=c(j_i)\,\varphi_i,\qquad \langle\varphi_i|\varphi_k\rangle=0\quad(i\neq k).$$

The $\varphi_i$ are not normalised: $\|\varphi_i\|^2$ is the weight of the component in $\Psi=\sum_i\varphi_i$, and a zero vector stands for an absent spin. For a Hermitian $S^2$, orthogonality between different eigenvalues would be automatic. Hermiticity is not assumed here, so orthogonality is a condition of its own. The labels $j_i$ are real numbers and need not be integers or half-integers.

```lean
/-- The vectors `φ i` are pairwise orthogonal, and `S²` acts on `φ i` as multiplication
by `j i (j i + 1)`. -/
structure IsSpinDecomposition (S2 : Module.End ℂ E) (j : ι → ℝ) (φ : ι → E) : Prop where
  eigen : ∀ i, S2 (φ i) = casimir (j i) • φ i
  orth : ∀ i k, i ≠ k → inner ℂ (φ i) (φ k) = 0
```

In the three-spin case the index and the spin coincide, so `φ 0`, `φ 1` and `φ 2` are the singlet, triplet and quintet components.

```lean
/-- The three spins 0, 1, 2. -/
def lowSpins : Fin 3 → ℝ := ![0, 1, 2]
```

## Polynomials in S² acting on one component

If $S^2v=cv$, then $(S^2)^nv=c^nv$ for every $n$, since each further application of $S^2$ contributes one factor $c$. For $P(x)=\sum_n r_nx^n$, linearity gives

$$P(S^2)\,v=\sum_n r_n c^n v=P(c)\,v.$$

In Lean, `aeval S2 P` is the operator $P(S^2)$ and `P.eval c` is the number $P(c)$. The proof first establishes the statement for powers by induction on $n$, then extends it to monomials and sums by induction on the polynomial.

```lean
/-- A polynomial in `S²` multiplies an eigenvector of `S²` by the value of the polynomial
at the eigenvalue. -/
theorem aeval_eigenvector {S2 : Module.End ℂ E} {c : ℂ} {v : E} (h : S2 v = c • v)
    (P : ℂ[X]) : aeval S2 P v = P.eval c • v := by
  have hpow : ∀ n : ℕ, (S2 ^ n) v = c ^ n • v := by
    intro n
    induction n with
    | zero => simp
    | succ n ih =>
      rw [pow_succ', Module.End.mul_apply, ih, map_smul, h, smul_smul, ← pow_succ]
  induction P using Polynomial.induction_on' with
  | add P Q hP hQ => rw [map_add, LinearMap.add_apply, hP, hQ, eval_add, add_smul]
  | monomial n r =>
    rw [aeval_monomial, Module.End.mul_apply, hpow, Module.algebraMap_end_apply,
      eval_monomial, smul_smul]
```

## Moments as weighted sums

Inserting $\Psi=\sum_i\varphi_i$ on both sides gives a double sum in which orthogonality leaves only the diagonal:

$$\langle\Psi|P(S^2)\Psi\rangle=\sum_{i,k}P(c(j_k))\,\langle\varphi_i|\varphi_k\rangle=\sum_i P(c(j_i))\,\|\varphi_i\|^2 .$$

The lemma does not require $\|\Psi\|=1$. For a vector of another nonzero length, the normalised expectation value is this quantity divided by $\|\Psi\|^2$. In the proof, `Finset.sum_eq_single i` selects the diagonal term, and `h.orth` removes the others.

```lean
/-- For `Ψ = ∑ i, φ i`, not necessarily normalised, and a polynomial `P`, the inner product
`⟨Ψ|P(S²)Ψ⟩` is the sum of the values of `P` at `j i (j i + 1)`, weighted by the squared norms of
the spin components. -/
theorem expectation_polynomial {S2 : Module.End ℂ E} {j : ι → ℝ} {φ : ι → E}
    (h : IsSpinDecomposition S2 j φ) (P : ℂ[X]) :
    inner ℂ (∑ i, φ i) (aeval S2 P (∑ i, φ i)) =
      ∑ i, P.eval (casimir (j i)) * ((‖φ i‖ ^ 2 : ℝ) : ℂ) := by
  rw [map_sum, sum_inner]
  refine Finset.sum_congr rfl fun i _ => ?_
  -- only the diagonal term survives
  rw [inner_sum, Finset.sum_eq_single i]
  · have hi : inner ℂ (φ i) (φ i) = ((‖φ i‖ ^ 2 : ℝ) : ℂ) := by
      simp [inner_self_eq_norm_sq_to_K]
    rw [aeval_eigenvector (h.eigen i) P, inner_smul_right, hi]
  · intro k _ hk
    rw [aeval_eigenvector (h.eigen k) P, inner_smul_right, h.orth i k hk.symm, mul_zero]
  · simp
```

## Selecting one spin with a Lagrange polynomial

A polynomial that equals 1 at one eigenvalue and 0 at the others extracts a single weight. It is

$$L_i(x)=\prod_{k\neq i}\frac{x-c(j_k)}{c(j_i)-c(j_k)},\qquad \langle\Psi|L_i(S^2)\Psi\rangle=\|\varphi_i\|^2 .$$

The denominators are nonzero if distinct spins have distinct eigenvalues. Suppose $c(j_a)=c(j_b)$. Then

$$(j_a-j_b)(j_a+j_b+1)=0,$$

and for nonnegative spins the second factor is at least 1, so $j_a=j_b$. Without nonnegativity this fails: $j=0$ and $j=-1$ both give the eigenvalue 0. The code proves this injectivity as `hinj`, then evaluates the Lagrange polynomial at its own node and at the others.

```lean
/-- For any finite set of distinct nonnegative spins, the squared norm of the component `φ i` is the
inner product `⟨Ψ|L(S²)Ψ⟩`, where `Ψ` is the sum of the components and `L` is the Lagrange basis
polynomial belonging to spin `j i`. -/
theorem weight_eq_expectation_lagrange [DecidableEq ι] {S2 : Module.End ℂ E} {j : ι → ℝ}
    {φ : ι → E} (h : IsSpinDecomposition S2 j φ) (hj : Function.Injective j)
    (hpos : ∀ i, 0 ≤ j i) (i : ι) :
    ((‖φ i‖ ^ 2 : ℝ) : ℂ) = inner ℂ (∑ k, φ k)
      (aeval S2 (Lagrange.basis Finset.univ (fun k => casimir (j k)) i) (∑ k, φ k)) := by
  -- distinct nonnegative spins have distinct eigenvalues
  have hinj : Function.Injective (fun k => casimir (j k)) := by
    intro a b hab
    have hab' : j a * (j a + 1) = j b * (j b + 1) := by
      simp only [casimir] at hab
      exact_mod_cast hab
    have hz : (j a - j b) * (j a + j b + 1) = 0 := by linear_combination hab'
    apply hj
    rcases mul_eq_zero.1 hz with h1 | h1
    · linarith
    · linarith [hpos a, hpos b]
  have h1 : eval (casimir (j i))
      (Lagrange.basis Finset.univ (fun k => casimir (j k)) i) = 1 :=
    Lagrange.eval_basis_self (v := fun k => casimir (j k)) hinj.injOn (Finset.mem_univ i)
  rw [expectation_polynomial h, Finset.sum_eq_single i]
  · rw [h1, one_mul]
  · intro k _ hk
    have h0 : eval (casimir (j k))
        (Lagrange.basis Finset.univ (fun k => casimir (j k)) i) = 0 :=
      Lagrange.eval_basis_of_ne (v := fun k => casimir (j k)) hk.symm (Finset.mem_univ k)
    rw [h0, zero_mul]
  · simp
```

The operator $L_i(S^2)$ is the product form of a spin projector, restricted to the spins in the list. With $n$ spins it has degree $n-1$, so three spins call for moments up to $\langle S^4\rangle$.

## Three linear equations for spins 0, 1 and 2

The eigenvalues are 0, 2 and 6. Choosing $P=1$, $X$ and $X^2$ in the moment formula gives

$$\begin{aligned}
\|\Psi\|^2&=\|\varphi_0\|^2+\|\varphi_1\|^2+\|\varphi_2\|^2,\\
\langle\Psi|S^2\Psi\rangle&=2\|\varphi_1\|^2+6\|\varphi_2\|^2,\\
\langle\Psi|S^2S^2\Psi\rangle&=4\|\varphi_1\|^2+36\|\varphi_2\|^2 .
\end{aligned}$$

The facts `c0`, `c1` and `c2` compute the eigenvalues, and each part of the proof applies `expectation_polynomial` to one of the three polynomials.

```lean
/-- For a sum `Ψ` of components of spins 0, 1, 2, the squared norm of `Ψ` and the inner products
`⟨Ψ|S²Ψ⟩` and `⟨Ψ|S²S²Ψ⟩` are linear in the squared norms of the components. -/
theorem three_spin_moments {S2 : Module.End ℂ E} {φ : Fin 3 → E}
    (h : IsSpinDecomposition S2 lowSpins φ) :
    ‖∑ i, φ i‖ ^ 2 = ‖φ 0‖ ^ 2 + ‖φ 1‖ ^ 2 + ‖φ 2‖ ^ 2 ∧
    inner ℂ (∑ i, φ i) (S2 (∑ i, φ i)) = ((2 * ‖φ 1‖ ^ 2 + 6 * ‖φ 2‖ ^ 2 : ℝ) : ℂ) ∧
    inner ℂ (∑ i, φ i) (S2 (S2 (∑ i, φ i))) =
      ((4 * ‖φ 1‖ ^ 2 + 36 * ‖φ 2‖ ^ 2 : ℝ) : ℂ) := by
  have c0 : casimir (lowSpins 0) = 0 := by simp [casimir, lowSpins]
  have c1 : casimir (lowSpins 1) = 2 := by norm_num [casimir, lowSpins]
  have l2 : lowSpins 2 = 2 := rfl
  have c2 : casimir (lowSpins 2) = 6 := by
    rw [casimir, l2]
    norm_num
  refine ⟨?_, ?_, ?_⟩
  · have e := expectation_polynomial h 1
    have hs : inner ℂ (∑ i, φ i) (∑ i, φ i) = ((‖∑ i, φ i‖ ^ 2 : ℝ) : ℂ) := by
      rw [inner_self_eq_norm_sq_to_K]
      norm_cast
    rw [map_one, Module.End.one_apply, hs, Fin.sum_univ_three
      (fun i => eval (casimir (lowSpins i)) 1 * ((‖φ i‖ ^ 2 : ℝ) : ℂ))] at e
    simp only [eval_one, one_mul] at e
    exact_mod_cast e
  · have e := expectation_polynomial h X
    rw [aeval_X] at e
    rw [e, Fin.sum_univ_three]
    simp only [eval_X, c0, c1, c2]
    push_cast
    ring
  · have e := expectation_polynomial h (X ^ 2)
    rw [map_pow, aeval_X, pow_two, Module.End.mul_apply] at e
    rw [e, Fin.sum_univ_three]
    simp only [eval_pow, eval_X, c0, c1, c2]
    push_cast
    ring
```

## The weights and the bounds on the moments

Now let $\|\Psi\|=1$. Subtracting multiples of the second equation from the third isolates two weights:

$$q-2p=24\,\|\varphi_2\|^2,\qquad 6p-q=8\,\|\varphi_1\|^2 .$$

Normalisation supplies the remaining one:

$$\|\varphi_0\|^2=1-\frac{6p-q}{8}-\frac{q-2p}{24}=\frac{q-8p+12}{12}.$$

Since squared norms are nonnegative, $2p\le q\le 6p$ and $q\ge 8p-12$.

The theorem takes `p` and `q` as real numbers and assumes through `hp` and `hq` that they equal the two inner products. This is no restriction, because the preceding lemma shows both inner products to be real. The proof transfers the equations from complex to real numbers with `Complex.ofReal_injective`, and `linarith` carries out the elimination.

```lean
/-- The weights of spins 0, 1, 2 in a unit vector follow from `p = ⟨S²⟩` and `q = ⟨S⁴⟩`,
and these moments obey `2p ≤ q ≤ 6p` and `q ≥ 8p - 12`. -/
theorem weights_from_moments {S2 : Module.End ℂ E} {φ : Fin 3 → E} {p q : ℝ}
    (h : IsSpinDecomposition S2 lowSpins φ) (hn : ‖∑ i, φ i‖ = 1)
    (hp : inner ℂ (∑ i, φ i) (S2 (∑ i, φ i)) = (p : ℂ))
    (hq : inner ℂ (∑ i, φ i) (S2 (S2 (∑ i, φ i))) = (q : ℂ)) :
    (‖φ 0‖ ^ 2 = (q - 8 * p + 12) / 12 ∧ ‖φ 1‖ ^ 2 = (6 * p - q) / 8 ∧
      ‖φ 2‖ ^ 2 = (q - 2 * p) / 24) ∧
    2 * p ≤ q ∧ q ≤ 6 * p ∧ 8 * p - 12 ≤ q := by
  obtain ⟨m0, m1, m2⟩ := three_spin_moments h
  have e1 := Complex.ofReal_injective (hp.symm.trans m1)
  have e2 := Complex.ofReal_injective (hq.symm.trans m2)
  rw [hn] at m0
  have p0 := sq_nonneg ‖φ 0‖
  have p1 := sq_nonneg ‖φ 1‖
  have p2 := sq_nonneg ‖φ 2‖
  refine ⟨⟨?_, ?_, ?_⟩, ?_, ?_, ?_⟩ <;> linarith
```

The list of spins matters. A pure spin-3 state has $p=12$ and $q=144$, for which the three formulas return 5, −9 and 5. These numbers still add up to 1, so checking the sum does not reveal the mistake, whereas the violated bound $q\le 6p$ does. A small spin-3 admixture can leave all three bounds satisfied and still shift the computed weights.

In a configuration-interaction code with orthonormal determinants, one application of $S^2$ to the normalised coefficient vector is enough, provided that the determinant space contains all of $S^2\Psi$. With $\chi=S^2\Psi$, the first moment is $p=\langle\Psi|\chi\rangle$, and Hermiticity of $S^2$ gives $q=\langle\chi|\chi\rangle$:

```python
chi = apply_S2(psi)
p = np.vdot(psi, chi).real
q = np.vdot(chi, chi).real
w0, w1, w2 = (q - 8*p + 12)/12, (6*p - q)/8, (q - 2*p)/24
```

Here `apply_S2` stands for the program's own routine for the action of $S^2$. In a truncated determinant space, a routine that discards a nonzero part of $S^2\Psi$ lying outside the space makes $q$ too small, and the weights are then wrong.

## Equality means a missing spin

Each bound is the nonnegativity of one weight, so equality holds exactly when that component is zero:

$$q=2p\iff\varphi_2=0,\qquad q=6p\iff\varphi_1=0,\qquad q=8p-12\iff\varphi_0=0 .$$

In the $(p,q)$ plane the bounds enclose a triangle with vertices $(0,0)$, $(2,4)$ and $(6,36)$, which belong to the pure singlet, triplet and quintet. The proof rewrites $\varphi_i=0$ as $\|\varphi_i\|^2=0$ and inserts the weight formulas.

```lean
/-- Each of the three bounds on the moments is an equality exactly when the component of
one spin vanishes: spin 2 for `q = 2p`, spin 1 for `q = 6p`, spin 0 for `q = 8p - 12`. -/
theorem moment_bound_eq_iff {S2 : Module.End ℂ E} {φ : Fin 3 → E} {p q : ℝ}
    (h : IsSpinDecomposition S2 lowSpins φ) (hn : ‖∑ i, φ i‖ = 1)
    (hp : inner ℂ (∑ i, φ i) (S2 (∑ i, φ i)) = (p : ℂ))
    (hq : inner ℂ (∑ i, φ i) (S2 (S2 (∑ i, φ i))) = (q : ℂ)) :
    (q = 2 * p ↔ φ 2 = 0) ∧ (q = 6 * p ↔ φ 1 = 0) ∧ (q = 8 * p - 12 ↔ φ 0 = 0) := by
  obtain ⟨⟨w0, w1, w2⟩, -⟩ := weights_from_moments h hn hp hq
  have key : ∀ x : E, x = 0 ↔ ‖x‖ ^ 2 = 0 := by intro x; simp
  rw [key, key, key, w0, w1, w2]
  refine ⟨⟨?_, ?_⟩, ⟨?_, ?_⟩, ⟨?_, ?_⟩⟩ <;> intro h' <;> linarith
```

## Every point of the triangle is attained

Conversely, let $u_0,u_1,u_2$ be normalised orthogonal eigenvectors of spins 0, 1 and 2, and let $(p,q)$ satisfy the three bounds. Define $w_0,w_1,w_2$ by the weight formulas. They are nonnegative, so one can set

$$\varphi_i=\sqrt{w_i}\,u_i .$$

Scaling preserves both the eigenvalue equations and orthogonality, and $\|\varphi_i\|^2=w_i$. The three linear equations then give

$$w_0+w_1+w_2=1,\qquad 2w_1+6w_2=p,\qquad 4w_1+36w_2=q .$$

The bounds are therefore the best possible whenever all three spins occur in the space. The existence of the $u_i$ is assumed, through `hu` and `hn`. In the code, `hw` is the nonnegativity of the weights, `hφn` identifies them with the squared norms, and `hd` shows that the scaled vectors form a spin decomposition.

```lean
/-- If `S²` has normalised orthogonal eigenvectors of spins 0, 1, 2, every pair `(p, q)` within
the three bounds is the pair `⟨S²⟩`, `⟨S⁴⟩` of some unit vector composed of these spins. -/
theorem moments_attained {S2 : Module.End ℂ E} {u : Fin 3 → E} {p q : ℝ}
    (hu : IsSpinDecomposition S2 lowSpins u) (hn : ∀ i, ‖u i‖ = 1)
    (h2 : 2 * p ≤ q) (h1 : q ≤ 6 * p) (h0 : 8 * p - 12 ≤ q) :
    ∃ φ : Fin 3 → E, IsSpinDecomposition S2 lowSpins φ ∧ ‖∑ i, φ i‖ = 1 ∧
      inner ℂ (∑ i, φ i) (S2 (∑ i, φ i)) = (p : ℂ) ∧
      inner ℂ (∑ i, φ i) (S2 (S2 (∑ i, φ i))) = (q : ℂ) := by
  obtain ⟨w, w0, w1, w2⟩ : ∃ w : Fin 3 → ℝ, w 0 = (q - 8 * p + 12) / 12 ∧
      w 1 = (6 * p - q) / 8 ∧ w 2 = (q - 2 * p) / 24 := ⟨![_, _, _], rfl, rfl, rfl⟩
  have hw : ∀ i, 0 ≤ w i := by
    intro i
    fin_cases i
    · show 0 ≤ w 0
      linarith
    · show 0 ≤ w 1
      linarith
    · show 0 ≤ w 2
      linarith
  -- the amplitudes are the square roots of the weights
  obtain ⟨φ, hφ⟩ : ∃ φ : Fin 3 → E, ∀ i, φ i = ((√(w i) : ℝ) : ℂ) • u i :=
    ⟨_, fun _ => rfl⟩
  have hφn : ∀ i, ‖φ i‖ ^ 2 = w i := by
    intro i
    rw [hφ, norm_smul, hn i, mul_one, Complex.norm_real, Real.norm_eq_abs, sq_abs,
      Real.sq_sqrt (hw i)]
  have hd : IsSpinDecomposition S2 lowSpins φ := by
    refine ⟨fun i => ?_, fun i k hik => ?_⟩
    · rw [hφ, map_smul, hu.eigen, smul_comm]
    · rw [hφ, hφ, inner_smul_left, inner_smul_right, hu.orth i k hik, mul_zero, mul_zero]
  obtain ⟨m0, m1, m2⟩ := three_spin_moments hd
  rw [hφn, hφn, hφn] at m0
  rw [hφn, hφn] at m1 m2
  refine ⟨φ, hd, ?_, ?_, ?_⟩
  · have hs : ‖∑ i, φ i‖ ^ 2 = 1 := by linarith
    exact (pow_eq_one_iff_of_nonneg (norm_nonneg _) two_ne_zero).1 hs
  · rw [m1]
    congr 1
    linarith
  · rw [m2]
    congr 1
    linarith
```

## A diagonal example on ℂ³

Three dimensions are enough for an operator with the eigenvalues 0, 2 and 6, although complete multiplets of spins 0, 1 and 2 would take $1+3+5=9$. The model keeps one vector of each spin, so that $S^2$ becomes $\mathrm{diag}(0,2,6)$. This matrix reproduces the eigenvalues, but it does not model a particular set of electrons.

```lean
/-- The diagonal operator on `ℂ³` with the `S²` eigenvalues of spins 0, 1, 2. -/
def modelS2 : Module.End ℂ (EuclideanSpace ℂ (Fin 3)) where
  toFun v := WithLp.toLp 2 (fun i => casimir (lowSpins i) * v i)
  map_add' x y := by ext i; simp [mul_add]
  map_smul' c x := by ext i; simp [mul_left_comm]
```

Take $\Psi=(2/3,\,2/3,\,1/3)$ and split it into its coordinate components.

```lean
/-- The vector `(2/3, 2/3, 1/3)` of `ℂ³`, split into its coordinate components. -/
def modelComponents (i : Fin 3) : EuclideanSpace ℂ (Fin 3) :=
  EuclideanSpace.single i ((![2 / 3, 2 / 3, 1 / 3] : Fin 3 → ℂ) i)
```

The weights are $4/9$, $4/9$ and $1/9$, with sum 1. By hand, $p=14/9$ and $q=52/9$, and the formula for spin 2 returns $(52/9-28/9)/24=1/9$, as it should. The theorem below confirms that the components form a spin decomposition and that their sum is a unit vector, so the assumptions of the weight formulas are met by a concrete state with all three spins present. Its proof checks the eigenvalue equation coordinate by coordinate and obtains the norm from the first of the three linear equations.

```lean
/-- The components of `(2/3, 2/3, 1/3)` form a spin decomposition for the diagonal model of
`S²`, and their sum is a unit vector. -/
theorem spinDecomposition_witness :
    IsSpinDecomposition modelS2 lowSpins modelComponents ∧ ‖∑ i, modelComponents i‖ = 1 := by
  have hd : IsSpinDecomposition modelS2 lowSpins modelComponents := by
    refine ⟨fun i => ?_, fun i k hik => ?_⟩
    · ext k
      by_cases hk : k = i
      · subst hk
        simp [modelS2, modelComponents]
      · simp [modelS2, modelComponents, hk]
    · simp [modelComponents, EuclideanSpace.inner_single_left, hik]
  refine ⟨hd, ?_⟩
  have hs : ‖∑ i, modelComponents i‖ ^ 2 = 1 := by
    have m2 : modelComponents 2 = EuclideanSpace.single 2 (1 / 3 : ℂ) := rfl
    rw [(three_spin_moments hd).1, m2]
    norm_num [modelComponents]
  exact (pow_eq_one_iff_of_nonneg (norm_nonneg _) two_ne_zero).1 hs

end

end SpinWeightsFromMoments
```

```lean
#print axioms SpinWeightsFromMoments.weight_eq_expectation_lagrange
-- 'SpinWeightsFromMoments.weight_eq_expectation_lagrange' depends on axioms: [propext, Classical.choice, Quot.sound]
#print axioms SpinWeightsFromMoments.weights_from_moments
-- 'SpinWeightsFromMoments.weights_from_moments' depends on axioms: [propext, Classical.choice, Quot.sound]
#print axioms SpinWeightsFromMoments.moment_bound_eq_iff
-- 'SpinWeightsFromMoments.moment_bound_eq_iff' depends on axioms: [propext, Classical.choice, Quot.sound]
#print axioms SpinWeightsFromMoments.moments_attained
-- 'SpinWeightsFromMoments.moments_attained' depends on axioms: [propext, Classical.choice, Quot.sound]
```
